# Virtual-free Tamm–Dancoff energies are invariant under unitary rotations of the occupied orbitals

The Hartree and exchange-correlation response, including any exact exchange, is represented here by one fixed map K on square matrices, and K sees the orbitals only through the product XC†. The columns of C are the occupied orbitals, the columns of X are their first-order changes, and † is the conjugate transpose. XC† is the part of the first-order density matrix that the Tamm–Dancoff approximation keeps. K may be any map, even a nonlinear one, but it must stay the same when the orbitals are rotated. The same goes for the one-particle Hamiltonian H. This fits functionals of the density or of the density matrix, since neither changes under such a rotation.

With Q = 1 − CC†, define the action

T(C, X) = Q(HX − X(C†HC) + K(XC†)C).

A mode of energy w is a nonzero X with C†X = 0 and T(C, X) = wX. No virtual orbitals appear. For every unitary U among the occupied orbitals,

T(CU, XU) = T(C, X)U,

so (C, X) is a mode of energy w exactly when (CU, XU) is.

## Localised orbitals, restarts and the full occupied block

In a finite orthonormal basis, this identity lets a time-dependent density functional code compute Tamm–Dancoff excitation energies from localised instead of canonical orbitals. Three consequences matter in an implementation:

- Stored trial vectors belong to the orbitals they were computed with. If a restart rotates C by U, X must be replaced by XU to keep the same first-order density matrix XC†.
- For non-canonical orbitals, the term X(C†HC) needs the whole occupied block, not only its diagonal.
- The identity holds for any X, converged or not. Comparing T(CU, XU) with T(C, X)U for a random X and a random unitary U therefore tests an implementation of the action.

## From density matrices to energies

For any A and B of the same shape as C,

(AU)(BU)† = AUU†B† = AB†.

Hence CC† and XC† do not change, and neither do Q and K(XC†). The occupied-block term becomes

XU(CU)†H(CU) = (XC†)HCU = X(C†HC)U.

Every term now carries U on the right, which gives the identity. If T(C, X) = wX, then T(CU, XU) = wXU. The constraint survives because (CU)†XU = U†(C†X)U = 0, and XU is nonzero because XU = 0 would give X = XUU† = 0. Rotating back with U† gives the converse.

**Equal density matrices.** Let C and C′ be orthonormal sets with CC† = C′C′†, and put U = C†C′. Then

CU = CC†C′ = C′C′†C′ = C′,

UU† = C†C′C′†C = C†CC†C = 1.

U is square, hence unitary, and the two sets have the same energies.

**Restoring the virtual orbitals.** Let C†C = 1, V†V = 1 and CC† + VV† = 1. Inserting the last relation between C† and V gives C†V = C†V + C†V, so C†V = 0. Also Q = VV†. Any X with C†X = 0 equals VY with Y = V†X, and

T(C, VY) = V[V†HVY − Y(C†HC) + V†K(VYC†)C].

Multiplying by V† removes the leading V and leaves the usual occupied-virtual equation for Y, with the same w.

**Canonical orbitals.** If H is Hermitian, so is C†HC, and some unitary U turns it into a diagonal matrix of real numbers εᵢ. Write cᵢ and xᵢ for column i of CU and XU. The equation T(C, X) = wX is then equivalent to

Q(Hxᵢ − εᵢxᵢ + K(XC†)cᵢ) = wxᵢ for every i.

These are Sternheimer-type equations, coupled only through K.

**The smallest cases.** With one occupied orbital, U is a phase, which cancels in XC†. If the occupied orbitals are orthonormal and fill the whole space, C†X = 0 forces X = 0 and there are no modes.

**A rotation that is not unitary.** Take two basis functions, H = diag(0, 1), K(P) = P and C = (1, 0)ᵀ. The only allowed X are multiples of (0, 1)ᵀ, and the energy is 1 + 1 = 2. Now replace C by 2C, that is, U = 2. The allowed X are the same, but K(XC†)C grows by a factor of four and the energy becomes 1 + 4 = 5.

## The Lean file

```lean
import Mathlib

open Matrix

namespace VirtualFreeTammDancoff

variable {n o v : Type*} [Fintype n] [DecidableEq n] [Fintype o] [DecidableEq o]
  [Fintype v] [DecidableEq v]

/-- The operator `Q = 1 - C C*`, which projects out the occupied orbitals when the columns
of `C` are orthonormal. -/
def virtProj (C : Matrix n o ℂ) : Matrix n n ℂ := 1 - C * Cᴴ

/-- The virtual-free Tamm-Dancoff action `Q (H X - X (C* H C) + K(X C*) C)` on the
first-order orbitals `X`. -/
def tdaAction (H : Matrix n n ℂ) (K : Matrix n n ℂ → Matrix n n ℂ) (C X : Matrix n o ℂ) :
    Matrix n o ℂ :=
  virtProj C * (H * X - X * (Cᴴ * H * C) + K (X * Cᴴ) * C)

/-- `X` is a Tamm-Dancoff mode of energy `w`: it is nonzero, orthogonal to the occupied
orbitals, and solves the virtual-free equation. -/
structure IsTDAMode (H : Matrix n n ℂ) (K : Matrix n n ℂ → Matrix n n ℂ)
    (C X : Matrix n o ℂ) (w : ℂ) : Prop where
  tangent : Cᴴ * X = 0
  ne : X ≠ 0
  eqn : tdaAction H K C X = w • X

/-- The set of Tamm-Dancoff energies computed from the occupied orbitals `C`. -/
def tdaEnergies (H : Matrix n n ℂ) (K : Matrix n n ℂ → Matrix n n ℂ) (C : Matrix n o ℂ) :
    Set ℂ := {w | ∃ X, IsTDAMode H K C X w}

variable {H : Matrix n n ℂ} {K : Matrix n n ℂ → Matrix n n ℂ} {C X : Matrix n o ℂ}
  {U : Matrix o o ℂ} {w : ℂ}

omit [Fintype n] [DecidableEq n] in
/-- Density matrices `A B*` built from two sets of orbitals do not change when both sets
are rotated by the same unitary. -/
theorem density_rotate (hU : U ∈ Matrix.unitaryGroup o ℂ) (A B : Matrix n o ℂ) :
    A * U * (B * U)ᴴ = A * Bᴴ := by
  have h : U * Uᴴ = 1 := Matrix.mem_unitaryGroup_iff.mp hU
  rw [Matrix.conjTranspose_mul, Matrix.mul_assoc, ← Matrix.mul_assoc U, h, Matrix.one_mul]

/-- Rotating the occupied orbitals and the first-order orbitals together rotates the
Tamm-Dancoff action in the same way. -/
theorem tdaAction_rotate (hU : U ∈ Matrix.unitaryGroup o ℂ) :
    tdaAction H K (C * U) (X * U) = tdaAction H K C X * U := by
  -- regroup the occupied-block term as `(X C*) H C`; the rotation leaves `X C*` unchanged
  have e : X * U * ((C * U)ᴴ * H * (C * U)) = X * (Cᴴ * H * C) * U := by
    calc X * U * ((C * U)ᴴ * H * (C * U)) = (X * U * (C * U)ᴴ) * H * C * U := by
          simp only [Matrix.mul_assoc]
      _ = X * (Cᴴ * H * C) * U := by
          rw [density_rotate hU]
          simp only [Matrix.mul_assoc]
  unfold tdaAction virtProj
  rw [density_rotate hU C C, density_rotate hU X C, e]
  simp only [Matrix.mul_assoc, Matrix.add_mul, Matrix.sub_mul]

/-- A Tamm-Dancoff mode stays a mode of the same energy under an occupied rotation. -/
theorem IsTDAMode.rotate (hU : U ∈ Matrix.unitaryGroup o ℂ) (h : IsTDAMode H K C X w) :
    IsTDAMode H K (C * U) (X * U) w where
  tangent := by
    rw [Matrix.conjTranspose_mul, Matrix.mul_assoc, ← Matrix.mul_assoc Cᴴ, h.tangent,
      Matrix.zero_mul, Matrix.mul_zero]
  ne := by
    have hu : U * Uᴴ = 1 := Matrix.mem_unitaryGroup_iff.mp hU
    intro h0
    apply h.ne
    calc X = X * U * Uᴴ := by rw [Matrix.mul_assoc, hu, Matrix.mul_one]
      _ = 0 := by rw [h0, Matrix.zero_mul]
  eqn := by rw [tdaAction_rotate hU, h.eqn, Matrix.smul_mul]

/-- For every unitary `U`, the pair `C, X` is a Tamm-Dancoff solution of energy `w` exactly
when `C U, X U` is. -/
theorem isTDAMode_rotate_iff (hU : U ∈ Matrix.unitaryGroup o ℂ) :
    IsTDAMode H K (C * U) (X * U) w ↔ IsTDAMode H K C X w := by
  refine ⟨fun h => ?_, fun h => h.rotate hU⟩
  have hu : U * Uᴴ = 1 := Matrix.mem_unitaryGroup_iff.mp hU
  have hU' : Uᴴ ∈ Matrix.unitaryGroup o ℂ := by
    rw [Matrix.mem_unitaryGroup_iff, Matrix.star_eq_conjTranspose,
      Matrix.conjTranspose_conjTranspose]
    exact Matrix.mem_unitaryGroup_iff'.mp hU
  -- rotate back with the inverse rotation
  simpa only [Matrix.mul_assoc, hu, Matrix.mul_one] using h.rotate hU'

/-- The set of Tamm-Dancoff energies does not depend on occupied rotations. -/
theorem tdaEnergies_rotate (hU : U ∈ Matrix.unitaryGroup o ℂ) :
    tdaEnergies H K (C * U) = tdaEnergies H K C := by
  have hu : Uᴴ * U = 1 := Matrix.mem_unitaryGroup_iff'.mp hU
  ext w
  constructor
  · rintro ⟨X, h⟩
    refine ⟨X * Uᴴ, (isTDAMode_rotate_iff hU).mp ?_⟩
    rwa [Matrix.mul_assoc, hu, Matrix.mul_one]
  · rintro ⟨X, h⟩
    exact ⟨X * U, h.rotate hU⟩

/-- Two orthonormal sets of occupied orbitals with the same density matrix have the same
Tamm-Dancoff energies. -/
theorem tdaEnergies_eq_of_density_eq {C' : Matrix n o ℂ} (hC : Cᴴ * C = 1)
    (hC' : C'ᴴ * C' = 1) (hP : C * Cᴴ = C' * C'ᴴ) :
    tdaEnergies H K C' = tdaEnergies H K C := by
  -- the overlap matrix of the two sets is the rotation between them
  have hrot : C * (Cᴴ * C') = C' := by
    rw [← Matrix.mul_assoc, hP, Matrix.mul_assoc, hC', Matrix.mul_one]
  have hU : Cᴴ * C' ∈ Matrix.unitaryGroup o ℂ := by
    rw [Matrix.mem_unitaryGroup_iff, Matrix.star_eq_conjTranspose, Matrix.conjTranspose_mul,
      Matrix.conjTranspose_conjTranspose]
    calc Cᴴ * C' * (C'ᴴ * C) = Cᴴ * (C' * C'ᴴ) * C := by simp only [Matrix.mul_assoc]
      _ = (Cᴴ * C) * (Cᴴ * C) := by rw [← hP]; simp only [Matrix.mul_assoc]
      _ = 1 := by rw [hC, Matrix.one_mul]
  have h := tdaEnergies_rotate (H := H) (K := K) (C := C) hU
  rwa [hrot] at h

/-- If `V` completes the occupied orbitals to an orthonormal basis, the virtual-free energies
are those of the occupied-virtual equation for the amplitudes `Y`. -/
theorem tdaEnergies_eq_virtual {V : Matrix n v ℂ} (hC : Cᴴ * C = 1) (hV : Vᴴ * V = 1)
    (hres : C * Cᴴ + V * Vᴴ = 1) :
    tdaEnergies H K C = {w | ∃ Y : Matrix v o ℂ, Y ≠ 0 ∧
      Vᴴ * H * V * Y - Y * (Cᴴ * H * C) + Vᴴ * K (V * Y * Cᴴ) * C = w • Y} := by
  have hCV : Cᴴ * V = 0 := by
    have h : Cᴴ * V = Cᴴ * V + Cᴴ * V := by
      calc Cᴴ * V = Cᴴ * (C * Cᴴ + V * Vᴴ) * V := by rw [hres, Matrix.mul_one]
        _ = Cᴴ * V + Cᴴ * V := by
          rw [Matrix.mul_add, Matrix.add_mul, ← Matrix.mul_assoc Cᴴ C, hC, Matrix.one_mul,
            Matrix.mul_assoc Cᴴ (V * Vᴴ), Matrix.mul_assoc V, hV, Matrix.mul_one]
    exact left_eq_add.mp h
  have hQ : virtProj C = V * Vᴴ := sub_eq_of_eq_add' hres.symm
  have hl : ∀ A : Matrix v o ℂ, Vᴴ * (V * A) = A := fun A => by
    rw [← Matrix.mul_assoc, hV, Matrix.one_mul]
  -- on `X = V Y` the action is `V` times the occupied-virtual action
  have act : ∀ Y : Matrix v o ℂ, tdaAction H K C (V * Y) =
      V * (Vᴴ * H * V * Y - Y * (Cᴴ * H * C) + Vᴴ * K (V * Y * Cᴴ) * C) := fun Y => by
    unfold tdaAction
    rw [hQ, Matrix.mul_assoc V Vᴴ, Matrix.mul_add, Matrix.mul_sub,
      Matrix.mul_assoc V Y (Cᴴ * H * C), hl]
    simp only [Matrix.mul_assoc]
  ext w
  constructor
  · rintro ⟨X, h⟩
    have hX : V * (Vᴴ * X) = X := by
      calc V * (Vᴴ * X) = (C * Cᴴ + V * Vᴴ) * X := by
            rw [Matrix.add_mul, Matrix.mul_assoc C, h.tangent, Matrix.mul_zero, zero_add,
              Matrix.mul_assoc]
        _ = X := by rw [hres, Matrix.one_mul]
    refine ⟨Vᴴ * X, fun h0 => h.ne (by rw [← hX, h0, Matrix.mul_zero]), ?_⟩
    have e := act (Vᴴ * X)
    rw [hX, h.eqn] at e
    rw [hX, ← hl (_ + _), ← e, Matrix.mul_smul]
  · rintro ⟨Y, hY, h⟩
    refine ⟨V * Y, ?_, fun h0 => hY (by rw [← hl Y, h0, Matrix.mul_zero]), ?_⟩
    · rw [← Matrix.mul_assoc, hCV, Matrix.zero_mul]
    · rw [act, h, Matrix.mul_smul]

/-- For Hermitian `H` some occupied rotation diagonalises `C* H C`, and the Tamm-Dancoff equation
becomes one equation for each rotated orbital, with its own diagonal entry `ε i`. -/
theorem exists_canonical_equations (hH : H.IsHermitian) (C : Matrix n o ℂ) :
    ∃ U ∈ Matrix.unitaryGroup o ℂ, ∃ ε : o → ℝ,
      (C * U)ᴴ * H * (C * U) = Matrix.diagonal (fun i => (ε i : ℂ)) ∧
      ∀ (K : Matrix n n ℂ → Matrix n n ℂ) (X : Matrix n o ℂ) (w : ℂ),
        tdaAction H K C X = w • X ↔ ∀ i, virtProj C *ᵥ (H *ᵥ (X * U).col i
          - (ε i : ℂ) • (X * U).col i + K (X * Cᴴ) *ᵥ (C * U).col i) = w • (X * U).col i := by
  have hF : (Cᴴ * H * C).IsHermitian := by
    simp [Matrix.IsHermitian, Matrix.conjTranspose_mul, hH.eq, Matrix.mul_assoc]
  obtain ⟨U, hU, ε, hs⟩ : ∃ U ∈ Matrix.unitaryGroup o ℂ, ∃ ε : o → ℝ,
      Cᴴ * H * C = U * Matrix.diagonal (fun i => (ε i : ℂ)) * Uᴴ := by
    refine ⟨_, hF.eigenvectorUnitary.2, hF.eigenvalues, ?_⟩
    have s := hF.spectral_theorem
    rw [Unitary.conjStarAlgAut_apply] at s
    exact s
  have hu : U * Uᴴ = 1 := Matrix.mem_unitaryGroup_iff.mp hU
  have hu' : Uᴴ * U = 1 := Matrix.mem_unitaryGroup_iff'.mp hU
  have hd : (C * U)ᴴ * H * (C * U) = Matrix.diagonal (fun i => (ε i : ℂ)) := by
    calc (C * U)ᴴ * H * (C * U) = Uᴴ * (Cᴴ * H * C) * U := by
          simp only [Matrix.conjTranspose_mul, Matrix.mul_assoc]
      _ = (Uᴴ * U) * Matrix.diagonal (fun i => (ε i : ℂ)) * (Uᴴ * U) := by
          rw [hs]; simp only [Matrix.mul_assoc]
      _ = _ := by rw [hu', Matrix.one_mul, Matrix.mul_one]
  refine ⟨U, hU, ε, hd, fun K X w => ?_⟩
  -- read the rotated action column by column
  have key : ∀ i, (tdaAction H K C X * U).col i = virtProj C *ᵥ (H *ᵥ (X * U).col i
      - (ε i : ℂ) • (X * U).col i + K (X * Cᴴ) *ᵥ (C * U).col i) := fun i => by
    rw [← tdaAction_rotate hU]
    unfold tdaAction virtProj
    rw [hd, density_rotate hU C C, density_rotate hU X C]
    change (1 - C * Cᴴ) *ᵥ (Matrix.col _ i) = _
    congr 1
    ext a
    change (H * (X * U)) a i - (X * U * Matrix.diagonal (fun i => (ε i : ℂ))) a i
      + (K (X * Cᴴ) * (C * U)) a i = (H * (X * U)) a i - (ε i : ℂ) * (X * U) a i
      + (K (X * Cᴴ) * (C * U)) a i
    rw [Matrix.mul_diagonal, mul_comm ((X * U) a i)]
  constructor
  · intro h i
    rw [← key i, h, Matrix.smul_mul]
    rfl
  · intro h
    have e : tdaAction H K C X * U = w • (X * U) := by
      ext a i
      exact congrFun ((key i).trans (h i)) a
    calc tdaAction H K C X = tdaAction H K C X * U * Uᴴ := by
          rw [Matrix.mul_assoc, hu, Matrix.mul_one]
      _ = w • X := by rw [e, Matrix.smul_mul, Matrix.mul_assoc, hu, Matrix.mul_one]

/-- Two occupied levels `a, b` and one empty level `c` with the kernel `K(P) = g P` have a
Tamm-Dancoff mode of energy `c - a + g`. -/
theorem isTDAMode_witness (a b c g : ℂ) :
    IsTDAMode !![a, 0, 0; 0, b, 0; 0, 0, c] (fun P => g • P)
      !![1, 0; 0, 1; 0, 0] !![0, 0; 0, 0; 1, 0] (c - a + g) where
  tangent := by
    ext i j
    fin_cases i <;> fin_cases j <;> simp [Matrix.mul_apply, Fin.sum_univ_succ]
  ne := by
    intro h
    have h1 := congrFun (congrFun h 2) 0
    simp at h1
  eqn := by
    have hCt : (!![1, 0; 0, 1; 0, 0] : Matrix (Fin 3) (Fin 2) ℂ)ᴴ = !![1, 0, 0; 0, 1, 0] := by
      ext i j
      fin_cases i <;> fin_cases j <;> simp [Matrix.conjTranspose_apply]
    -- the projector onto the empty level
    have hQ : (1 : Matrix (Fin 3) (Fin 3) ℂ) - (!![1, 0; 0, 1; 0, 0] : Matrix (Fin 3) (Fin 2) ℂ)
        * (!![1, 0, 0; 0, 1, 0] : Matrix (Fin 2) (Fin 3) ℂ)
        = !![0, 0, 0; 0, 0, 0; 0, 0, 1] := by
      ext i j
      fin_cases i <;> fin_cases j <;>
        simp
    -- the occupied block of the Hamiltonian
    have hF : (!![1, 0, 0; 0, 1, 0] : Matrix (Fin 2) (Fin 3) ℂ)
        * (!![a, 0, 0; 0, b, 0; 0, 0, c] : Matrix (Fin 3) (Fin 3) ℂ)
        * (!![1, 0; 0, 1; 0, 0] : Matrix (Fin 3) (Fin 2) ℂ) = !![a, 0; 0, b] := by
      ext i j
      fin_cases i <;> fin_cases j <;> simp [Matrix.mul_apply, Fin.sum_univ_succ]
    -- insert the computed matrices into the action
    have key : ∀ (H : Matrix (Fin 3) (Fin 3) ℂ) (C X : Matrix (Fin 3) (Fin 2) ℂ)
        (Ct : Matrix (Fin 2) (Fin 3) ℂ) (Q : Matrix (Fin 3) (Fin 3) ℂ)
        (F : Matrix (Fin 2) (Fin 2) ℂ), Cᴴ = Ct → 1 - C * Ct = Q → Ct * H * C = F →
        tdaAction H (fun P => g • P) C X = Q * (H * X - X * F + (g • (X * Ct)) * C) := by
      rintro H C X _ _ _ rfl rfl rfl
      rfl
    refine (key _ _ _ _ _ _ hCt hQ hF).trans ?_
    ext i j
    fin_cases i <;> fin_cases j <;> simp [Matrix.mul_apply, Fin.sum_univ_succ]

end VirtualFreeTammDancoff
```

```lean
#print axioms VirtualFreeTammDancoff.tdaEnergies_eq_of_density_eq
-- 'VirtualFreeTammDancoff.tdaEnergies_eq_of_density_eq' depends on axioms: [propext, Classical.choice, Quot.sound]
#print axioms VirtualFreeTammDancoff.tdaEnergies_eq_virtual
-- 'VirtualFreeTammDancoff.tdaEnergies_eq_virtual' depends on axioms: [propext, Classical.choice, Quot.sound]
#print axioms VirtualFreeTammDancoff.exists_canonical_equations
-- 'VirtualFreeTammDancoff.exists_canonical_equations' depends on axioms: [propext, Classical.choice, Quot.sound]
```

## Reading the definitions and the proofs

The index types `n`, `o` and `v` label basis functions, occupied orbitals and virtual orbitals. All three are finite, and all matrices are complex. `Cᴴ` is C†, `virtProj C` is Q and `tdaAction H K C X` is T(C, X). `IsTDAMode` collects the three conditions on a mode, and `tdaEnergies` is the set of all w for which a mode exists.

`density_rotate` is the cancellation UU† = 1. `tdaAction_rotate` applies it to CC† and XC†, with the occupied-block term handled separately as `e`. `IsTDAMode.rotate` carries the three conditions over to the rotated pair, and `isTDAMode_rotate_iff` obtains the converse by applying the same result to `Uᴴ`. `tdaEnergies_rotate` then matches X with XU in one direction and with XU† in the other.

In `tdaEnergies_eq_of_density_eq`, `hrot` and `hU` are the two displayed calculations for C†C′. In `tdaEnergies_eq_virtual`, `act` is the factorisation of T(C, VY), and `hl` cancels V. `exists_canonical_equations` takes the rotation from Mathlib's spectral theorem. Its step `key` reads the rotated action column by column, and U† brings the columns back to the original equation.

`isTDAMode_witness` has occupied levels a and b, an empty level c and K(P) = gP. The mode moves the first orbital into the empty level and has energy c − a + g. The proof computes the small matrices and compares them entry by entry.

## Exact invariance in a finite orthonormal basis

The rotation theorems assume only that U is unitary. They need neither C†C = 1 nor a Hermitian H, although Q need not be a projector when C is not orthonormal. Orthonormality is assumed where density matrices are compared and where virtual orbitals are restored; hermiticity is assumed only for the canonical equations.

Several things that a code also depends on are left open:

- The basis is orthonormal. For non-orthogonal atomic orbitals, the theorems apply after orthogonalisation; a form of the equation containing the overlap matrix is not treated.
- w is a complex number. Real energies would need further conditions on H and K.
- `tdaEnergies` is a set, so it does not count degeneracies.
- The equation is taken as given, not derived from time-dependent density functional theory, and it has no de-excitation part.
- The theorems concern exact solutions. They do not say that a Lanczos or Davidson iteration converges, or that it takes equally many steps in both sets of orbitals. A preconditioner built from individual orbital energies, for instance, may treat the two sets differently.

A correction defined orbital by orbital, as in some self-interaction schemes, generally does not act through a fixed K(XC†), and the invariance should not be expected there.
